# In pairwise batching of a nonempty occupied space, a larger batch size that divides the orbital count reads fewer slices

**Q:** You want to prove something about disk reads, but a disk read is not a mathematical object. What exactly are you counting?

**A:** Orbital slices, under one fixed reading pattern. A slice is the block of data belonging to one occupied orbital. In second-order perturbation theory with factorised integrals it would be the three-index quantities $B_{ia}^P$ for one occupied $i$, with all virtual orbitals $a$ and all auxiliary functions $P$. The pair energies need the slices of two occupied orbitals at once, and pair symmetry allows us to visit each pair of batches only once. So we read batch $I$, hold it, and read every earlier batch $J<I$ once, one after another. Then we go on to batch $I+1$ and keep nothing from before.

The model is a sequence of batch sizes together with this pattern. Its cost is the number of slices read, repeats included.

```lean
import Mathlib

open Finset

namespace OrbitalBatching

/-- Slices read by a schedule of `n` batches with sizes `s 0, s 1, …`: each batch `I` is read
once, and every earlier batch `J < I` is read once while `I` is held. -/
def reads (s : ℕ → ℕ) (n : ℕ) : ℕ :=
  ∑ I ∈ range n, (s I + ∑ J ∈ range I, s J)
```

In `reads s n`, the value `s I` is the number of orbitals in batch $I$, and the first `n` batches are used, numbered from $0$ to $n-1$. The term `s I` is the held batch, and the inner sum is the pass over the earlier ones.

**Q:** Do the equal-batch case by hand first, so that I know what to expect.

**A:** Let there be $o=nb$ occupied orbitals in $n$ batches of size $b$. Batch $I$ costs $b$ slices for itself and $Ib$ for the earlier batches, hence $(I+1)b$. The total is

$$R=\sum_{I=0}^{n-1}(I+1)b=\frac{n(n+1)}{2}\,b=\frac{o(n+1)}{2}.$$

Now let $b<b'$ both divide $o>0$, with $o=nb=n'b'$. Then $n'>0$. If $n\le n'$ held, we would have $nb\le n'b<n'b'$, which contradicts the equality of the two ends. So $n'<n$, and

$$\frac{o(n'+1)}{2}<\frac{o(n+1)}{2}.$$

The larger batch size reads strictly fewer slices. With a single batch, $n=1$, the formula gives $o$: every slice is read once.

**Q:** Real orbital counts rarely divide so neatly. Does your definition only make sense when they do?

**A:** No, it covers a remainder as well. The number of batches is $o/b$ rounded up, and the last batch takes whatever is left.

```lean
/-- Number of batches needed for `o` orbitals in batches of size `b`, rounded up. -/
def numBatches (o b : ℕ) : ℕ := (o + b - 1) / b

/-- Size of batch `I`: the nominal size `b`, or the orbitals that are left if these are fewer. -/
def batchSize (o b I : ℕ) : ℕ := min b (o - I * b)

/-- Slices read when `o` occupied orbitals are processed in batches of nominal size `b`. -/
def sliceReads (o b : ℕ) : ℕ := reads (batchSize o b) (numBatches o b)
```

So `sliceReads o b` is the cost of the schedule that a program would follow if it were given `o` orbitals and a nominal batch size `b`. All three definitions use natural numbers, and the division in `numBatches` is integer division, which is why $b-1$ is added first.

**Q:** Then I could suspect that the rounding loses an orbital or counts one twice. A wrong schedule might well be cheaper.

**A:** That is checked separately: for $b>0$ the batch sizes add up to exactly $o$.

```lean
/-- For a positive nominal size `b`, the batches together contain exactly the `o` occupied orbitals.
-/
theorem batches_cover (o b : ℕ) (hb : 0 < b) :
    ∑ I ∈ range (numBatches o b), batchSize o b I = o := by
  -- the first `k` batches hold `k * b` orbitals, until the orbitals run out
  have key : ∀ k : ℕ, ∑ I ∈ range k, batchSize o b I = min o (k * b) := by
    intro k
    induction k with
    | zero => simp
    | succ k ih =>
      rw [sum_range_succ, ih, batchSize, add_mul, one_mul]
      omega
  have h1 := Nat.div_add_mod (o + b - 1) b
  have h2 := Nat.mod_lt (o + b - 1) hb
  rw [key, numBatches, mul_comm]
  apply min_eq_left
  omega
```

The inner statement `key` says that the first $k$ batches contain $\min(o,kb)$ orbitals. It is proved by induction: adding $\min(b,o-kb)$, with the difference taken as zero once the orbitals have run out, turns $\min(o,kb)$ into $\min(o,kb+b)$. The tactic `omega`, which proves statements of linear integer arithmetic, does this case analysis.

It remains to see that the batches reach the end. Write $o+b-1=bq+r$ with $r<b$, where $q$ is the number of batches. Then $bq=o+b-1-r\ge o$, so the minimum is $o$. The lines `h1` and `h2` supply the division with remainder and the bound on $r$.

**Q:** Good. How does the sum $\sum_I(I+1)b$ appear in the formal proof?

**A:** Through a recursion that holds for any batch sizes. Appending batch $n$ costs $s_n$ for the new batch and $s_0+\dots+s_{n-1}$ for the earlier ones, which is one pass over everything up to and including the new batch.

```lean
/-- Appending one more batch costs one pass over all orbitals up to and including that batch. -/
theorem reads_succ (s : ℕ → ℕ) (n : ℕ) :
    reads s (n + 1) = reads s n + ∑ J ∈ range (n + 1), s J := by
  rw [reads, reads, sum_range_succ, sum_range_succ s n]
  ring
```

For equal batches that pass costs $(n+1)b$. If $2R_n=nb(n+1)$, then

$$2R_{n+1}=nb(n+1)+2(n+1)b=(n+1)b(n+2),$$

which is the same formula with $n+1$ in place of $n$. The formal induction does exactly this, and `ring` carries out the last rearrangement.

```lean
/-- For `n` equal batches of size `b`, twice the number of slices read is `n b (n + 1)`. -/
theorem two_mul_reads_uniform (b n : ℕ) :
    2 * reads (fun _ => b) n = n * b * (n + 1) := by
  induction n with
  | zero => simp [reads]
  | succ n ih =>
    rw [reads_succ, mul_add, ih, sum_const, card_range, smul_eq_mul]
    ring
```

**Q:** Why twice the number of reads? I would have written the formula with the half.

**A:** With natural numbers, a division by two brings in rounding, and one would have to show each time that the numerator is even. The doubled equation carries the same information without that detour.

**Q:** This is still about a constant sequence of sizes. Your program uses `sliceReads`, with its minimum and its rounding.

**A:** The next theorem connects the two. When the orbital count is `n * b`, the rounded-up number of batches is $n$, because $nb\le nb+b-1<(n+1)b$. Every batch $I<n$ is full, because $(I+1)b\le nb$ leaves at least $b$ orbitals when batch $I$ begins.

```lean
/-- Processing `o = n b` occupied orbitals in batches of size `b` reads `o (n + 1) / 2` slices,
written here without the division. -/
theorem two_mul_sliceReads (n b : ℕ) :
    2 * sliceReads (n * b) b = n * b * (n + 1) := by
  rcases Nat.eq_zero_or_pos b with rfl | hb
  · simp [sliceReads, numBatches, reads]
  -- there are exactly `n` batches
  have hn : numBatches (n * b) b = n := by
    have e : (n + 1) * b = n * b + b := by ring
    unfold numBatches
    apply Nat.div_eq_of_lt_le
    · omega
    · omega
  -- and all of them are full
  have hs : ∀ I, I < n → batchSize (n * b) b I = b := by
    intro I hI
    have h := Nat.mul_le_mul_right b (Nat.succ_le_of_lt hI)
    have e : (I + 1) * b = I * b + b := by ring
    have h' : I * b + b ≤ n * b := e ▸ h
    unfold batchSize
    omega
  have hr : reads (batchSize (n * b) b) n = reads (fun _ => b) n := by
    unfold reads
    refine sum_congr rfl fun I hI => ?_
    have hI' : I < n := mem_range.mp hI
    exact congrArg₂ (· + ·) (hs I hI')
      (sum_congr rfl fun J hJ => hs J ((mem_range.mp hJ).trans hI'))
  rw [sliceReads, hn, hr, two_mul_reads_uniform]
```

These two facts are `hn` and `hs` in the proof. The step `hr` then replaces the actual sizes by the constant $b$, both in the held batch and in the inner sum over earlier batches, and the previous formula finishes the argument. The case $b=0$ is treated first: Lean sets division by zero to zero, so there are no batches and both sides vanish.

**Q:** And the comparison itself?

**A:** Here it is, with the hypotheses in the form that I used by hand.

```lean
/-- Among batch sizes that divide a positive number of occupied orbitals, a larger one reads
strictly fewer slices. -/
theorem sliceReads_strictly_decreasing {o b b' : ℕ} (ho : 0 < o)
    (hb : b ∣ o) (hb' : b' ∣ o) (hlt : b < b') :
    sliceReads o b' < sliceReads o b := by
  obtain ⟨n, hn⟩ := hb
  obtain ⟨n', hn'⟩ := hb'
  have e : n * b = o := by rw [mul_comm]; exact hn.symm
  have e' : n' * b' = o := by rw [mul_comm]; exact hn'.symm
  have h := two_mul_sliceReads n b
  have h' := two_mul_sliceReads n' b'
  rw [e] at h
  rw [e'] at h'
  have hpos : 0 < n' := by
    rcases Nat.eq_zero_or_pos n' with h0 | h0
    · rw [h0, mul_zero] at hn'
      omega
    · exact h0
  -- larger batches means fewer of them
  have hnn : n' < n := by
    by_contra hc
    have h1 : b * n ≤ b * n' := Nat.mul_le_mul_left b (not_lt.mp hc)
    have h2 : b * n' < b' * n' := by nlinarith
    omega
  have h3 : o * (n' + 1) < o * (n + 1) := by nlinarith
  linarith
```

In words: let `o` be positive, let `b` and `b'` both divide `o`, and let `b` be smaller than `b'`. Then the schedule with nominal size `b'` reads strictly fewer slices. The hypothesis `ho` says that there is at least one occupied orbital; with none, both schedules read nothing and a strict inequality would be false.

The proof extracts $n$ and $n'$ from the two divisibility statements and inserts them into the read formula. The step `hnn` is the argument by contradiction from before, and `h3` multiplies $n'+1<n+1$ by $o$. The tactic `nlinarith` proves `h2` and `h3`, in which products of variables occur, and `linarith` removes the common factor of two at the end.

**Q:** I would have expected this for every larger batch size. Is divisibility there only to make the algebra easy?

**A:** No, without it the statement fails. Take five orbitals. Size 3 gives batches of 3 and 2, which cost $3+(2+3)=8$ slices. Size 4 gives batches of 4 and 1, which cost $4+(1+4)=9$.

```lean
/-- For five orbitals, batches of size 3 read 8 slices, whereas batches of size 4 read 9. -/
theorem larger_batch_can_read_more : sliceReads 5 3 = 8 ∧ sliceReads 5 4 = 9 := by
  decide
```

Both choices need two batches, so the larger size saves no pass. What it does is enlarge the first batch, and the first batch is the one that is read again. The tactic `decide` evaluates both counts.

**Q:** That example worries me. If a smaller first batch can help, perhaps unequal batches could beat your equal ones even when $b$ divides $o$.

**A:** Not if every batch has to respect the same limit $b$. Consider any sizes $s_I\le b$, and let $S$ be the number of orbitals in the batches so far and $R$ the number of slices read so far. The claim is

$$S(S+b)\le 2bR.$$

With no batches, both sides are zero. Now append a batch of size $t\le b$. The orbital count becomes $S+t$, and by the recursion the reads become $R+S+t$. Then

$$(S+t)(S+t+b)=S(S+b)+2St+t^2+tb\le 2bR+2Sb+2tb=2b(R+S+t),$$

where the inequality uses the claim for the earlier batches, together with $St\le Sb$ and $t^2\le tb$.

```lean
/-- If no batch exceeds `b` orbitals and the batches hold `o` orbitals in total, then `o (o + b)`
is at most `2 b` times the number of slices read. -/
theorem reads_lower_bound (s : ℕ → ℕ) (b m : ℕ) (hs : ∀ I, I < m → s I ≤ b) :
    (∑ I ∈ range m, s I) * (∑ I ∈ range m, s I + b) ≤ 2 * b * reads s m := by
  induction m with
  | zero => simp
  | succ m ih =>
    have ih' := ih fun I hI => hs I (by omega)
    have hm : s m ≤ b := hs m (by omega)
    rw [reads_succ, sum_range_succ]
    generalize (∑ I ∈ range m, s I) = P at ih' ⊢
    -- the new batch is at most `b`, so its cross terms are bounded by full-batch ones
    have h1 : P * s m ≤ P * b := Nat.mul_le_mul_left P hm
    have h2 : s m * s m ≤ s m * b := Nat.mul_le_mul_left (s m) hm
    nlinarith
```

The Lean proof follows this line by line. Its `P` is my $S$, its `s m` is my $t$, and `h1` and `h2` are the two bounds on the products.

**Q:** How does that settle the question about unequal batches?

**A:** Set $S=nb$. The left side becomes $nb\,(nb+b)=b\cdot nb(n+1)$, and $nb(n+1)$ is twice the number of slices read with full batches. Cancelling $2b$, for $b>0$, shows that the full batches read no more than the other schedule does.

```lean
/-- If no batch exceeds `b` orbitals and the batches hold `n b` orbitals in total, then `reads`
counts at least as many slices for them as are read with batches of size `b`. -/
theorem full_batches_optimal (s : ℕ → ℕ) (n b m : ℕ) (hs : ∀ I, I < m → s I ≤ b)
    (htot : ∑ I ∈ range m, s I = n * b) :
    sliceReads (n * b) b ≤ reads s m := by
  rcases Nat.eq_zero_or_pos b with rfl | hb
  · simp [sliceReads, numBatches, reads]
  have hlow := reads_lower_bound s b m hs
  rw [htot] at hlow
  have heq := two_mul_sliceReads n b
  have h : b * (2 * sliceReads (n * b) b) ≤ b * (2 * reads s m) := by
    rw [heq]
    nlinarith
  have h' := Nat.le_of_mul_le_mul_left h hb
  omega

end OrbitalBatching
```

The hypothesis `hs` limits the size of each batch, and `htot` says that the competing schedule processes the same number of orbitals. Its number of batches `m` is free, and so are the individual sizes below the limit. The conclusion is an inequality without strictness, as it must be, since the full-batch schedule is itself one of the competitors.

```lean
#print axioms OrbitalBatching.batches_cover
#print axioms OrbitalBatching.sliceReads_strictly_decreasing
#print axioms OrbitalBatching.larger_batch_can_read_more
#print axioms OrbitalBatching.full_batches_optimal
```

```
'OrbitalBatching.batches_cover' depends on axioms: [propext, Classical.choice, Quot.sound]
'OrbitalBatching.sliceReads_strictly_decreasing' depends on axioms: [propext, Classical.choice, Quot.sound]
'OrbitalBatching.larger_batch_can_read_more' depends on axioms: [propext, Classical.choice, Quot.sound]
'OrbitalBatching.full_batches_optimal' depends on axioms: [propext, Classical.choice, Quot.sound]
```

**Q:** A clever program could keep a batch in memory from one step to the next. Does the theorem cover that?

**A:** No, that would be a different model. The comparison runs over batch sizes within the fixed pattern, where every earlier batch is read afresh for each held batch. A program that already has batch $I$ in memory when it moves on to batch $I+1$ could skip one of those reads, and `reads` gives no credit for that.

The limit $b$ also needs care. It bounds the size of one batch, whereas a program that loads a whole earlier batch next to the held one needs room for two. The memory available for slices therefore has to be translated into $b$ before the theorem is applied.

**Q:** What else is left out that I would notice on a real machine?

**A:** Time. Every slice counts the same, and there is no start-up cost per read, no overlap of reading with arithmetic, no file-system cache and no competition between parallel processes. The arithmetic of the pair energies does not enter either. A smaller number of slices is a smaller volume of data, and whether the run becomes noticeably faster depends on how much of its time goes into reading.

**Q:** So what may I take from it when I set up a calculation?

**A:** For a memory-limited perturbation-theory calculation that reads its occupied orbitals in this pattern, and with data volume as the only cost considered, you can compare batch sizes by counting. If the largest size that fits divides the occupied count, take it: in this pattern, no other choice of batches within that limit reads fewer slices. If it does not, compute `sliceReads` for the candidates: with five orbitals and at most four per batch, size 3 reads fewer slices than size 4. These counts put the remainder last. Reading it first can be cheaper still: a batch of 1 followed by a batch of 4 costs $1+(4+1)=6$ slices.
